# The derivative of a differentiable, invertible Cholesky factor

A calculation in a non-orthogonal basis can orthonormalise its basis functions by factorising their overlap matrix as $S=LL^{\mathsf T}$, with $L$ lower triangular. With functions centred on the nuclei, the overlaps can change with a nuclear coordinate $t$, and a gradient or response calculation can differentiate through this step by using $L'$, the derivative of the factor. If $L$ is differentiable and invertible at the point $t_0$ of interest, then there

$$L'=LK,$$

where $K$ is the strictly lower part plus half the diagonal of $L^{-1}S'L^{-\mathsf T}$. Here $L^{-\mathsf T}$ means $(L^{-1})^{\mathsf T}$, and $S'$ is the derivative of the overlap matrix.

The setting is a finite real basis of $n$ functions and one real parameter. In the code, $S$ is any family of matrices that has such a factor; computing $S'$ from the overlap integrals of moving basis functions is a separate task.

```lean
import Mathlib

open Matrix Topology Filter

namespace CholeskyDerivative

noncomputable section

variable {n : ℕ}
```

## Triangular matrices and their lower half

Lower triangular means $A_{ij}=0$ whenever $i<j$. Mathlib states this as block triangularity with the order of the indices reversed, which is the role of `OrderDual.toDual`.

```lean
/-- A square matrix is lower triangular when all entries above the diagonal vanish. -/
abbrev LowerTriangular (A : Matrix (Fin n) (Fin n) ℝ) : Prop :=
  A.BlockTriangular OrderDual.toDual
```

The operation that defines $K$ keeps the entries below the diagonal, halves those on it and deletes those above it:

$$\operatorname{lowerHalf}(M)_{ij}=\begin{cases}M_{ij}&j<i\\ M_{ii}/2&i=j\\ 0&i<j.\end{cases}$$

```lean
/-- The strictly lower part of a matrix plus half of its diagonal. -/
def lowerHalf (M : Matrix (Fin n) (Fin n) ℝ) : Matrix (Fin n) (Fin n) ℝ :=
  Matrix.of fun i j => if j < i then M i j else if i = j then M i j / 2 else 0
```

## Differentiating entry by entry

A matrix family has derivative $A'$ at $t_0$ when each entry $A_{ij}(t)$ has derivative $A'_{ij}$ there. No matrix norm is needed. In Lean, `A'` is the name of a fixed matrix, and `EntryDeriv A A' t0` is the statement that it is the derivative.

```lean
/-- The matrix family `A` has the derivative `A'` at `t0`, entry by entry. -/
def EntryDeriv (A : ℝ → Matrix (Fin n) (Fin n) ℝ) (A' : Matrix (Fin n) (Fin n) ℝ)
    (t0 : ℝ) : Prop :=
  ∀ i j, HasDerivAt (fun t => A t i j) (A' i j) t0
```

For a product, the scalar rule applied to each term of $\sum_k A_{ik}B_{kj}$ gives

$$(AB)'=A'B+AB'.$$

The factors keep their order, since matrices need not commute.

```lean
/-- The product rule for matrix families, with the order of the factors kept. -/
theorem EntryDeriv.mul {A B : ℝ → Matrix (Fin n) (Fin n) ℝ}
    {A' B' : Matrix (Fin n) (Fin n) ℝ} {t0 : ℝ}
    (hA : EntryDeriv A A' t0) (hB : EntryDeriv B B' t0) :
    EntryDeriv (fun t => A t * B t) (A' * B t0 + A t0 * B') t0 := by
  intro i j
  simp only [Matrix.mul_apply, Matrix.add_apply]
  rw [← Finset.sum_add_distrib]
  exact HasDerivAt.fun_sum fun k _ => (hA i k).fun_mul (hB k j)
```

Two families that agree near $t_0$ have the same derivative there. This allows an identity such as $LL^{\mathsf T}=S$ to be differentiated on both sides.

```lean
/-- Two differentiable matrix families that agree near `t0` have the same derivative there. -/
theorem EntryDeriv.unique {A B : ℝ → Matrix (Fin n) (Fin n) ℝ}
    {A' B' : Matrix (Fin n) (Fin n) ℝ} {t0 : ℝ}
    (hA : EntryDeriv A A' t0) (hB : EntryDeriv B B' t0)
    (hAB : ∀ᶠ t in 𝓝 t0, A t = B t) : A' = B' := by
  ext i j
  exact (hA i j).unique ((hB i j).congr_of_eventuallyEq
    (hAB.mono fun t h => congrArg (fun M => M i j) h))
```

If $A_{ij}(t)=0$ for all $t$ near $t_0$, then $A'_{ij}=0$. The derivative of a lower triangular family is therefore lower triangular.

```lean
/-- The derivative of a family that is lower triangular near `t0` is lower triangular. -/
theorem EntryDeriv.lowerTriangular {A : ℝ → Matrix (Fin n) (Fin n) ℝ}
    {A' : Matrix (Fin n) (Fin n) ℝ} {t0 : ℝ} (hA : EntryDeriv A A' t0)
    (hlow : ∀ᶠ t in 𝓝 t0, LowerTriangular (A t)) : LowerTriangular A' := by
  intro i j hij
  exact (hA i j).unique ((hasDerivAt_const t0 (0 : ℝ)).congr_of_eventuallyEq
    (hlow.mono fun t h => h hij))
```

## From the overlap derivative to the factor derivative

Differentiating $LL^{\mathsf T}=S$ gives

$$L'L^{\mathsf T}+LL'^{\mathsf T}=S'.$$

Multiplication by $L^{-1}$ from the left and by $L^{-\mathsf T}$ from the right turns this into

$$K+K^{\mathsf T}=L^{-1}S'L^{-\mathsf T},\qquad K=L^{-1}L'.$$

The matrix $K$ is a product of two lower triangular matrices, because the inverse of $L$ has the same shape as $L$.

```lean
/-- The inverse of an invertible lower triangular matrix is lower triangular. -/
theorem lowerTriangular_inv {L : Matrix (Fin n) (Fin n) ℝ} (hL : LowerTriangular L)
    (hdet : IsUnit L.det) : LowerTriangular L⁻¹ := by
  let := Matrix.invertibleOfIsUnitDet L hdet
  exact Matrix.blockTriangular_inv_of_blockTriangular hL
```

A lower triangular $K$ can be read off from $M=K+K^{\mathsf T}$. Below the diagonal $K_{ji}=0$, so $M_{ij}=K_{ij}$. On the diagonal $M_{ii}=2K_{ii}$. Above it $K_{ij}=0$. Hence $K=\operatorname{lowerHalf}(M)$, and the proof treats the same three cases.

```lean
/-- A lower triangular matrix `K` is recovered from `K + Kᵀ` by keeping the strictly lower
part and half of the diagonal. -/
theorem eq_lowerHalf {K M : Matrix (Fin n) (Fin n) ℝ} (hK : LowerTriangular K)
    (h : K + Kᵀ = M) : K = lowerHalf M := by
  subst h
  ext i j
  rcases lt_trichotomy i j with hij | hij | hij
  · have h0 : K i j = 0 := hK (OrderDual.toDual_lt_toDual.mpr hij)
    simp [lowerHalf, h0, hij.ne, not_lt_of_ge hij.le]
  · subst hij
    simp only [lowerHalf, Matrix.of_apply, lt_self_iff_false, ↓reduceIte,
      Matrix.add_apply, Matrix.transpose_apply]
    ring
  · have h0 : K j i = 0 := hK (OrderDual.toDual_lt_toDual.mpr hij)
    simp [lowerHalf, h0, hij]
```

Together these steps solve the linearised equation. In the next theorem `dL` and `dS` are plain matrices standing for $L'$ and $S'$. The fact `hK` records the shape of $L^{-1}\,dL$, and `hsum` carries out the two multiplications. The last line reads off $K$ and multiplies by $L$ to recover $dL=LK$.

```lean
/-- The linearised factorisation `dL Lᵀ + L dLᵀ = dS`, with `L` invertible and both `L` and
`dL` lower triangular, determines `dL`. -/
theorem cholesky_tangent {L dL dS : Matrix (Fin n) (Fin n) ℝ} (hL : LowerTriangular L)
    (hdet : IsUnit L.det) (hdL : LowerTriangular dL) (h : dL * Lᵀ + L * dLᵀ = dS) :
    dL = L * lowerHalf (L⁻¹ * dS * (L⁻¹)ᵀ) := by
  have h1 : L⁻¹ * L = 1 := Matrix.nonsing_inv_mul L hdet
  have h2 : Lᵀ * (L⁻¹)ᵀ = 1 := by rw [← Matrix.transpose_mul, h1, Matrix.transpose_one]
  have hK : LowerTriangular (L⁻¹ * dL) :=
    Matrix.BlockTriangular.mul (lowerTriangular_inv hL hdet) hdL
  -- the symmetric part of `L⁻¹ dL` is fixed by `dS`
  have hsum : L⁻¹ * dL + (L⁻¹ * dL)ᵀ = L⁻¹ * dS * (L⁻¹)ᵀ := by
    calc L⁻¹ * dL + (L⁻¹ * dL)ᵀ
        = L⁻¹ * dL * 1 + 1 * (dLᵀ * (L⁻¹)ᵀ) := by
          rw [Matrix.transpose_mul, mul_one, one_mul]
      _ = L⁻¹ * dL * (Lᵀ * (L⁻¹)ᵀ) + L⁻¹ * L * (dLᵀ * (L⁻¹)ᵀ) := by rw [h1, h2]
      _ = L⁻¹ * dS * (L⁻¹)ᵀ := by
          rw [← h]
          simp only [mul_add, add_mul, mul_assoc]
  rw [← eq_lowerHalf hK hsum, ← mul_assoc, Matrix.mul_nonsing_inv L hdet, one_mul]
```

The formula also works in the other direction. Let $dS$ be symmetric and set $M=L^{-1}\,dS\,L^{-\mathsf T}$, which is then symmetric too. For symmetric $M$,

$$\operatorname{lowerHalf}(M)+\operatorname{lowerHalf}(M)^{\mathsf T}=M,$$

so that $dL=L\operatorname{lowerHalf}(M)$ satisfies

$$dL\,L^{\mathsf T}+L\,dL^{\mathsf T}=LML^{\mathsf T}=dS.$$

Every symmetric change of the overlap thus has a lower triangular first-order response. In the proof, `hsum` is the splitting of $M$ and `hback` is the equality $LML^{\mathsf T}=dS$.

```lean
/-- Conversely, for invertible lower triangular `L` and every symmetric `dS`, the formula gives
a lower triangular solution of the linearised factorisation. -/
theorem cholesky_tangent_solves {L dS : Matrix (Fin n) (Fin n) ℝ} (hL : LowerTriangular L)
    (hdet : IsUnit L.det) (hS : dS.IsSymm) :
    LowerTriangular (L * lowerHalf (L⁻¹ * dS * (L⁻¹)ᵀ)) ∧
      L * lowerHalf (L⁻¹ * dS * (L⁻¹)ᵀ) * Lᵀ
        + L * (L * lowerHalf (L⁻¹ * dS * (L⁻¹)ᵀ))ᵀ = dS := by
  have h1 : L * L⁻¹ = 1 := Matrix.mul_nonsing_inv L hdet
  have h2 : (L⁻¹)ᵀ * Lᵀ = 1 := by rw [← Matrix.transpose_mul, h1, Matrix.transpose_one]
  have hM : (L⁻¹ * dS * (L⁻¹)ᵀ).IsSymm := by
    rw [Matrix.IsSymm, Matrix.transpose_mul, Matrix.transpose_mul,
      Matrix.transpose_transpose, hS.eq, mul_assoc]
  have hback : L * (L⁻¹ * dS * (L⁻¹)ᵀ) * Lᵀ = dS := by
    calc L * (L⁻¹ * dS * (L⁻¹)ᵀ) * Lᵀ = L * L⁻¹ * dS * ((L⁻¹)ᵀ * Lᵀ) := by
          simp only [mul_assoc]
      _ = dS := by rw [h1, h2, one_mul, mul_one]
  generalize L⁻¹ * dS * (L⁻¹)ᵀ = M at hM hback ⊢
  have hlow : LowerTriangular (lowerHalf M) := by
    intro i j hij
    have hij' : i < j := OrderDual.toDual_lt_toDual.mp hij
    simp [lowerHalf, hij'.ne, not_lt_of_ge hij'.le]
  -- a symmetric matrix is the sum of its lower half and the transpose of that half
  have hsum : lowerHalf M + (lowerHalf M)ᵀ = M := by
    ext i j
    have hs : M j i = M i j := hM.apply i j
    rcases lt_trichotomy i j with hij | hij | hij
    · simp [lowerHalf, hij, hij.ne, not_lt_of_ge hij.le, hs]
    · subst hij
      simp [lowerHalf]
    · simp [lowerHalf, hij, hij.ne, not_lt_of_ge hij.le]
  refine ⟨Matrix.BlockTriangular.mul hL hlow, ?_⟩
  calc L * lowerHalf M * Lᵀ + L * (L * lowerHalf M)ᵀ
      = L * (lowerHalf M + (lowerHalf M)ᵀ) * Lᵀ := by
        rw [Matrix.transpose_mul]
        simp only [mul_add, add_mul, mul_assoc]
    _ = dS := by rw [hsum, hback]
```

For the families themselves, `hlow` and `hLS` require the triangular shape and the factorisation only in a neighbourhood of $t_0$, written `∀ᶠ t in 𝓝 t0`. The hypothesis `hdet` makes $L(t_0)$ invertible; physically, the basis functions are linearly independent at that geometry. The textbook Cholesky factor has a positive diagonal, whereas here the signs are free.

Differentiability of $L$ is assumed in `hL`. For a differentiable, positive definite $S$ the positive-diagonal factor is known to have this property, but that fact enters here as an input. The proof differentiates $LL^{\mathsf T}$ by the product rule, equates the result with $S'$ and applies `cholesky_tangent`.

```lean
/-- Derivative of the Cholesky factor: if `L` is lower triangular with `L Lᵀ = S` near `t0`,
`L` and `S` are differentiable at `t0` and `L t0` is invertible, then `L' = L K` with `K` the
strictly lower part plus half the diagonal of `L⁻¹ S' L⁻ᵀ`. -/
theorem cholesky_deriv {L S : ℝ → Matrix (Fin n) (Fin n) ℝ}
    {L' S' : Matrix (Fin n) (Fin n) ℝ} {t0 : ℝ}
    (hlow : ∀ᶠ t in 𝓝 t0, LowerTriangular (L t))
    (hLS : ∀ᶠ t in 𝓝 t0, L t * (L t)ᵀ = S t) (hdet : IsUnit (L t0).det)
    (hL : EntryDeriv L L' t0) (hS : EntryDeriv S S' t0) :
    L' = L t0 * lowerHalf ((L t0)⁻¹ * S' * ((L t0)⁻¹)ᵀ) := by
  have hLT : EntryDeriv (fun t => (L t)ᵀ) L'ᵀ t0 := fun i j => hL j i
  exact cholesky_tangent hlow.self_of_nhds hdet (hL.lowerTriangular hlow)
    ((hL.mul hLT).unique hS hLS)
```

## Response of the orthonormalised basis

Let the columns of $X$ hold the coefficients of the orthonormalised functions, so that $X^{\mathsf T}SX=1$, and take $X$ to be upper triangular. The choice $X=L^{-\mathsf T}$ is of this kind. The word "orbitals" in the theorem's name refers to these functions and not to solutions of a self-consistent-field equation.

Differentiating the orthonormality condition gives

$$X'^{\mathsf T}SX+X^{\mathsf T}S'X+X^{\mathsf T}SX'=0.$$

The condition itself makes $X$ invertible, with $SX=X^{-\mathsf T}$, and makes $S$ symmetric at $t_0$. Set $K=-X'^{\mathsf T}SX$. Both $X'^{\mathsf T}$ and $SX=(X^{\mathsf T})^{-1}$ are lower triangular, so $K$ is as well. The differentiated condition becomes

$$K+K^{\mathsf T}=X^{\mathsf T}S'X,$$

and therefore $K=\operatorname{lowerHalf}(X^{\mathsf T}S'X)$. Finally $K^{\mathsf T}=-X^{\mathsf T}SX'$ and $XX^{\mathsf T}S=1$ give

$$X'=-XK^{\mathsf T}.$$

This is the response of the coefficients when the basis is kept orthonormal and $X$ is kept upper triangular. For $n\ge2$ orthonormality alone does not fix $X'$: the symmetric choice $X=S^{-1/2}$ meets the same condition and in general has a different derivative.

In the Lean statement `hup` expresses the upper triangular shape by saying that $X^{\mathsf T}$ is lower triangular. In the proof `hder` is the differentiated condition, `hinv` identifies $SX$ with the inverse of $X^{\mathsf T}$, `hT` supplies the transpose relation $(SX)^{\mathsf T}=X^{\mathsf T}S$, and `hsum` is the equation for $K+K^{\mathsf T}$.

```lean
/-- Response of Cholesky-orthonormalised orbitals: if the coefficients `X` are upper triangular
with `Xᵀ S X = 1` near `t0`, and `X` and `S` are differentiable at `t0`, then `X' = -X Kᵀ` with
`K` the strictly lower part plus half the diagonal of `Xᵀ S' X`. -/
theorem orthonormal_orbitals_deriv {X S : ℝ → Matrix (Fin n) (Fin n) ℝ}
    {X' S' : Matrix (Fin n) (Fin n) ℝ} {t0 : ℝ}
    (hup : ∀ᶠ t in 𝓝 t0, LowerTriangular (X t)ᵀ)
    (hXS : ∀ᶠ t in 𝓝 t0, (X t)ᵀ * S t * X t = 1)
    (hX : EntryDeriv X X' t0) (hS : EntryDeriv S S' t0) :
    X' = -(X t0 * (lowerHalf ((X t0)ᵀ * S' * X t0))ᵀ) := by
  have hXT : EntryDeriv (fun t => (X t)ᵀ) X'ᵀ t0 := fun i j => hX j i
  have hone : EntryDeriv (fun _ => (1 : Matrix (Fin n) (Fin n) ℝ)) 0 t0 :=
    fun i j => hasDerivAt_const t0 _
  -- differentiate the orthonormality condition
  have hder : (X'ᵀ * S t0 + (X t0)ᵀ * S') * X t0 + (X t0)ᵀ * S t0 * X' = 0 :=
    ((hXT.mul hS).mul hX).unique hone hXS
  rw [add_mul, mul_assoc X'ᵀ] at hder
  have h : (X t0)ᵀ * S t0 * X t0 = 1 := hXS.self_of_nhds
  have h' : (X t0)ᵀ * (S t0 * X t0) = 1 := by rw [← mul_assoc]; exact h
  have hinv : ((X t0)ᵀ)⁻¹ = S t0 * X t0 := Matrix.inv_eq_right_inv h'
  have hT : (S t0 * X t0)ᵀ = (X t0)ᵀ * S t0 := by
    rw [← Matrix.inv_eq_left_inv h, ← hinv, Matrix.transpose_nonsing_inv,
      Matrix.transpose_transpose]
  have hSX : LowerTriangular (S t0 * X t0) := by
    rw [← hinv]
    exact lowerTriangular_inv hup.self_of_nhds (Matrix.isUnit_det_of_right_inverse h')
  have hP : LowerTriangular (X'ᵀ * (S t0 * X t0)) :=
    Matrix.BlockTriangular.mul (hXT.lowerTriangular hup) hSX
  have hK : LowerTriangular (-(X'ᵀ * (S t0 * X t0))) := by
    intro i j hij
    rw [Matrix.neg_apply, hP hij, neg_zero]
  have hsum : -(X'ᵀ * (S t0 * X t0)) + (-(X'ᵀ * (S t0 * X t0)))ᵀ
      = (X t0)ᵀ * S' * X t0 := by
    rw [Matrix.transpose_neg, Matrix.transpose_mul, hT, Matrix.transpose_transpose]
    linear_combination (norm := module) (-1 : ℝ) • hder
  rw [← eq_lowerHalf hK hsum, Matrix.transpose_neg, Matrix.transpose_mul, hT,
    Matrix.transpose_transpose, mul_neg, neg_neg, ← mul_assoc, mul_eq_one_comm.mp h, one_mul]
```

## Two overlapping orbitals

Two normalised orbitals with overlap $s$, where $s^2<1$, have

$$S=\begin{pmatrix}1&s\\s&1\end{pmatrix},\qquad L=\begin{pmatrix}1&0\\s&r\end{pmatrix},\qquad r=\sqrt{1-s^2}.$$

```lean
/-- The lower triangular factor for two normalised orbitals with overlap `s`, meant for
`s ^ 2 < 1`. -/
def twoOrbitalFactor (s : ℝ) : Matrix (Fin 2) (Fin 2) ℝ :=
  !![1, 0; s, √(1 - s ^ 2)]
```

The product $LL^{\mathsf T}$ has lower right entry $s^2+r^2=1$, and its other entries match $S$ directly. With $s$ itself as the parameter, $r'=-s/r$, so

$$L'=\begin{pmatrix}0&0\\1&-s/r\end{pmatrix},\qquad S'=\begin{pmatrix}0&1\\1&0\end{pmatrix}.$$

The general formula gives the same matrix:

$$L^{-1}S'L^{-\mathsf T}=\begin{pmatrix}0&1/r\\1/r&-2s/r^2\end{pmatrix},\qquad
K=\begin{pmatrix}0&0\\1/r&-s/r^2\end{pmatrix},\qquad LK=L'.$$

The magnitude of the entry $-s/r$ grows without bound as $|s|\to1$, where the two orbitals become linearly dependent.

The theorem states three things: the factorisation, the derivative and the agreement with the formula. The first follows from `hprod`, which uses only $r^2=1-s^2$. The second differentiates the four entries, with the chain rule for the square root. For the third, Lean avoids the explicit inverse: `htan` checks $L'L^{\mathsf T}+LL'^{\mathsf T}=S'$, whose lower right entry is $2(s+r'r)=0$, and `cholesky_tangent` then gives the formula.

```lean
/-- For two normalised orbitals with overlap `s`, `s ^ 2 < 1`, the explicit factor reproduces the
overlap matrix, and its derivative in `s` is the explicit matrix given by the formula. -/
theorem twoOrbital_witness {s : ℝ} (hs : s ^ 2 < 1) :
    twoOrbitalFactor s * (twoOrbitalFactor s)ᵀ = !![1, s; s, 1] ∧
    EntryDeriv twoOrbitalFactor !![0, 0; 1, -s / √(1 - s ^ 2)] s ∧
    !![0, 0; 1, -s / √(1 - s ^ 2)] = twoOrbitalFactor s *
      lowerHalf ((twoOrbitalFactor s)⁻¹ * !![0, 1; 1, 0] * ((twoOrbitalFactor s)⁻¹)ᵀ) := by
  have hpos : 0 < 1 - s ^ 2 := by linarith
  have hr0 : 0 < √(1 - s ^ 2) := Real.sqrt_pos.mpr hpos
  have hprod : ∀ r : ℝ, r ^ 2 = 1 - s ^ 2 →
      (!![1, 0; s, r] : Matrix (Fin 2) (Fin 2) ℝ) * (!![1, 0; s, r])ᵀ = !![1, s; s, 1] := by
    intro r hr
    ext i j
    fin_cases i <;> fin_cases j <;> simp [Matrix.mul_apply, Fin.sum_univ_succ]
    linear_combination hr
  have htan : ∀ r d : ℝ, d * r = -s →
      (!![0, 0; 1, d] : Matrix (Fin 2) (Fin 2) ℝ) * (!![1, 0; s, r])ᵀ
        + !![1, 0; s, r] * (!![0, 0; 1, d])ᵀ = !![0, 1; 1, 0] := by
    intro r d hd
    ext i j
    simp only [Matrix.add_apply, Matrix.mul_apply, Matrix.transpose_apply, Fin.sum_univ_two]
    fin_cases i <;> fin_cases j <;> simp
    linear_combination 2 * hd
  have hlow : ∀ a b c : ℝ, LowerTriangular !![a, 0; b, c] := by
    intro a b c i j hij
    have hij' : i < j := OrderDual.toDual_lt_toDual.mp hij
    clear hij
    fin_cases i <;> fin_cases j <;> simp at hij' ⊢
  have hdet : (twoOrbitalFactor s).det = √(1 - s ^ 2) := by
    simp [twoOrbitalFactor, Matrix.det_fin_two_of]
  refine ⟨hprod _ (Real.sq_sqrt hpos.le), ?_, ?_⟩
  · have h1 : HasDerivAt (fun x : ℝ => 1 - x ^ 2) (-(2 * s)) s := by
      simpa using (hasDerivAt_pow 2 s).const_sub 1
    have h2 : HasDerivAt (fun x : ℝ => √(1 - x ^ 2)) (-s / √(1 - s ^ 2)) s := by
      refine (h1.sqrt hpos.ne').congr_deriv ?_
      rw [← mul_neg, mul_div_mul_left _ _ two_ne_zero]
    intro i j
    fin_cases i <;> fin_cases j
    · exact hasDerivAt_const s (1 : ℝ)
    · exact hasDerivAt_const s (0 : ℝ)
    · exact hasDerivAt_id' s
    · exact h2
  · exact cholesky_tangent (hlow _ _ _) (by rw [hdet]; exact isUnit_iff_ne_zero.mpr hr0.ne')
      (hlow _ _ _) (htan _ _ (div_mul_cancel₀ _ hr0.ne'))

end

end CholeskyDerivative
```

```lean
#print axioms CholeskyDerivative.cholesky_tangent_solves
#print axioms CholeskyDerivative.cholesky_deriv
#print axioms CholeskyDerivative.orthonormal_orbitals_deriv
```

```
'CholeskyDerivative.cholesky_tangent_solves' depends on axioms: [propext, Classical.choice, Quot.sound]
'CholeskyDerivative.cholesky_deriv' depends on axioms: [propext, Classical.choice, Quot.sound]
'CholeskyDerivative.orthonormal_orbitals_deriv' depends on axioms: [propext, Classical.choice, Quot.sound]
```
